# The derivative of the coefficient (m + s cos t)/sin t for azimuthal number m and spin weight s

For azimuthal number m and spin weight s, the coefficient in question is a(t) = (m + s cos t)/sin t. The lemma says that at every t strictly between 0 and π it is differentiable, with derivative −s − (cos t/sin t) a(t). Both m and s may be any real numbers; they need not be integers or half-integers. The proof differentiates the fraction by the quotient rule, using that sin t is not zero on this interval, and then has to show by algebra that the derivative so obtained equals the stated one.

Lean 4 with Mathlib refuses this proof:

```lean
import Mathlib

open Set
open scoped ContDiff

namespace HasDerivAtSpinPot

noncomputable section

/-- The coefficient `a_s = (m + s cos t) / sin t` for azimuthal number `m` and spin weight `s`,
meant for `0 < t < π`. -/
def spinPot (m s t : ℝ) : ℝ := (m + s * Real.cos t) / Real.sin t

/-- For `0 < t < π` the coefficient obeys `a_s' = -s - cot(t) a_s`. -/
theorem hasDerivAt_spinPot (m s : ℝ) {t : ℝ} (ht : t ∈ Ioo 0 Real.pi) :
    HasDerivAt (spinPot m s) (-s - Real.cos t / Real.sin t * spinPot m s t) t := by
  have hs : Real.sin t ≠ 0 := (Real.sin_pos_of_mem_Ioo ht).ne'
  have h := (((Real.hasDerivAt_cos t).const_mul s).const_add m).fun_div
    (Real.hasDerivAt_sin t) hs
  refine h.congr_deriv ?_
  unfold spinPot
  field_simp
  ring

end

end HasDerivAtSpinPot
```

The error:

```
Main.lean:23:2: error: No goals to be solved
```

As a diff, the version that Lean accepts:

```diff
@@ -21,5 +21,4 @@
   unfold spinPot
   field_simp
-  ring
 
 end
```

The message "No goals to be solved" points to the final `ring`: when Lean reaches that line, nothing is left to prove.

After `refine h.congr_deriv ?_`, the remaining goal is an equation between the derivative given by the quotient rule and the one in the statement. Once `spinPot` is unfolded, both sides are fractions in `Real.sin t` and `Real.cos t`. The hypothesis `hs` says that `Real.sin t` is not zero, so `field_simp` can clear the denominators. Here it does more than prepare the equation for `ring`: its own simplification proves the equation and closes the goal. The `ring` that follows then fails for want of a goal, although the algebra is right.

The diff deletes that `ring`, and the proof ends with `field_simp`.
